# Coulomb sums over growing squares of the square ionic lattice converge, with truncation error at most 2/N

One way to test a two-dimensional Ewald routine on a checkerboard layer of ions is to add the Coulomb terms directly over a large square and compare. Stopping the direct sum at a finite square needs a limit to exist and a bound on what has been left out. For rigid point charges $\pm1$ on a perfect square lattice, both are established here: if the square reaches $N\ge1$ lattice spacings from the central ion in each direction, the error in the potential at that ion is at most $2/N$, so $N\ge 2/\varepsilon$ suffices for a tolerance $\varepsilon$. Here the Coulomb law is written as $1/r$, with $r$ in units of the lattice spacing. That the Ewald expression equals this limit is a separate statement, which the comparison takes for granted.

```lean
import Mathlib

open Filter Topology

namespace SquareIonicLattice

noncomputable section
```

## The lattice and its partial sums

Put a positive unit charge at the origin and charge $(-1)^{m+n}$ at the site $(m,n)$, with the lattice spacing as unit of length. The interaction is the three-dimensional Coulomb law $1/r$, restricted to ions in one plane. The site $(m,n)$ contributes
$$\frac{(-1)^{m+n}}{\sqrt{m^2+n^2}}$$
to the potential at the origin. In `pairTerm` the coordinates are integers and the value is real. At the origin itself Lean evaluates the quotient as $0$, which later lets the central site be put back into a sum without changing it.

```lean
/-- Signed Coulomb term of the ion at the site `(m, n)` of the square ionic lattice, in units of
the lattice spacing; its domain is `(m, n) ≠ (0, 0)`. -/
def pairTerm (m n : ℤ) : ℝ := (-1 : ℝ) ^ (m + n) / √((m : ℝ) ^ 2 + (n : ℝ) ^ 2)
```

Let $S_N$ be the sum of these terms over all sites with $|m|,|n|\le N$ except the origin. This is `latticeSum N`: a finite sum over a product of two integer intervals, with `(0, 0)` erased.

```lean
/-- Sum of the Coulomb terms of all ions with `|m|, |n| ≤ N`, the origin left out. -/
def latticeSum (N : ℕ) : ℝ :=
  ∑ p ∈ (Finset.Icc (-(N : ℤ)) N ×ˢ Finset.Icc (-(N : ℤ)) N).erase (0, 0), pairTerm p.1 p.2
```

For a site on the line with first coordinate $L$, write $r_n=\sqrt{L^2+n^2}$. The inverse distance $1/r_n$ is `invDist L n`.

```lean
/-- Inverse distance from the origin to the site `(L, n)`; its domain is `(L, n) ≠ (0, 0)`. -/
def invDist (L n : ℕ) : ℝ := 1 / √((L : ℝ) ^ 2 + (n : ℝ) ^ 2)
```

## Four equal edges

The distance and the sign are both symmetric in $m$ and $n$, so exchanging the coordinates changes nothing.

```lean
/-- The Coulomb term is unchanged when the two coordinates are exchanged. -/
theorem pairTerm_swap (m n : ℤ) : pairTerm m n = pairTerm n m := by
  unfold pairTerm
  rw [add_comm m n, add_comm ((m : ℝ) ^ 2)]
```

Reflection changes nothing either, because $(-n)^2=n^2$ and $(-1)^{-n}=(-1)^n$.

```lean
/-- The Coulomb term is unchanged under reflection of the second coordinate. -/
theorem pairTerm_neg (m n : ℤ) : pairTerm m (-n) = pairTerm m n := by
  have h1 : (-1 : ℝ) ≠ 0 := by norm_num
  have hs : (-1 : ℝ) ^ (-n) = (-1 : ℝ) ^ n := by
    rw [zpow_neg, ← inv_zpow, show ((-1 : ℝ))⁻¹ = -1 by norm_num]
  unfold pairTerm
  rw [zpow_add₀ h1 m (-n), zpow_add₀ h1 m n, hs, Int.cast_neg, neg_sq]
```

Going from $N$ to $N+1$ adds two end points to each coordinate range:
$$\sum_{n=-(N+1)}^{N+1} g(n)=\sum_{n=-N}^{N} g(n)+g(N+1)+g(-(N+1)).$$

```lean
/-- Enlarging a symmetric range of sites by one step adds its two new end points. -/
theorem sum_box_succ (g : ℤ → ℝ) (N : ℕ) :
    ∑ n ∈ Finset.Icc (-((N + 1 : ℕ) : ℤ)) ((N + 1 : ℕ) : ℤ), g n =
      ∑ n ∈ Finset.Icc (-(N : ℤ)) N, g n
        + (g ((N + 1 : ℕ) : ℤ) + g (-((N + 1 : ℕ) : ℤ))) := by
  have h : Finset.Icc (-((N + 1 : ℕ) : ℤ)) ((N + 1 : ℕ) : ℤ) =
      insert ((N + 1 : ℕ) : ℤ)
        (insert (-((N + 1 : ℕ) : ℤ)) (Finset.Icc (-(N : ℤ)) N)) := by
    ext x
    simp only [Finset.mem_insert, Finset.mem_Icc]
    omega
  rw [h, Finset.sum_insert (by simp only [Finset.mem_insert, Finset.mem_Icc]; omega),
    Finset.sum_insert (by simp only [Finset.mem_Icc]; omega)]
  ring
```

Let $L\ge1$ and take the sites $(L,n)$ with $-k\le n\le k+1$. By reflection, each term with $1\le n\le k$ occurs twice, while those with $n=0$ and $n=k+1$ occur once. Splitting the double terms between neighbours gives
$$\sum_{n=-k}^{k+1}\frac{(-1)^{L+n}}{r_n}=(-1)^L\sum_{n=0}^{k}(-1)^n\left(\frac1{r_n}-\frac1{r_{n+1}}\right).$$
The proof is an induction on $k$; `hq` separates the sign from the inverse distance.

```lean
/-- Along the line of sites `(L, n)`, the ions with `-k ≤ n ≤ k + 1` add up to an alternating sum of
differences of neighbouring inverse distances. For `L = 0` the Coulomb term and the inverse distance
at the origin both count as `0`. -/
theorem edge_sum (L k : ℕ) :
    ∑ n ∈ Finset.Icc (-(k : ℤ)) k, pairTerm L n + pairTerm L ((k + 1 : ℕ) : ℤ) =
      (-1) ^ L * ∑ n ∈ Finset.range (k + 1),
        (-1) ^ n * (invDist L n - invDist L (n + 1)) := by
  have hq : ∀ n : ℕ, pairTerm L (n : ℤ) = (-1) ^ L * ((-1) ^ n * invDist L n) := by
    intro n
    unfold pairTerm invDist
    rw [← Nat.cast_add, zpow_natCast, pow_add]
    simp only [Int.cast_natCast]
    ring
  induction k with
  | zero =>
    have h0 := hq 0
    rw [Nat.cast_zero] at h0
    simp only [Nat.cast_zero, neg_zero, Finset.Icc_self, Finset.sum_singleton, zero_add,
      Finset.sum_range_one]
    rw [h0, hq 1]
    ring
  | succ k ih =>
    rw [hq (k + 1)] at ih
    rw [sum_box_succ, pairTerm_neg, Finset.sum_range_succ, hq (k + 1), hq (k + 1 + 1)]
    linear_combination ih
```

The shell $\max(|m|,|n|)=L$ with $L=N+1$ has four sides and four corners. Giving each side one corner produces four edges of the kind just summed, with $k=N$, all equal by symmetry. Hence
$$S_{N+1}-S_N=4(-1)^{L}\sum_{n=0}^{L-1}(-1)^n\left(\frac1{r_n}-\frac1{r_{n+1}}\right).$$
In Lean, `e` restores the origin and writes the box as a double sum. Extending both ranges with `sum_box_succ` and using the symmetries then leaves four copies of `edge_sum`.

The smallest case is $N=0$. The first shell has four nearest neighbours and four diagonal ones, and $S_0=0$, so
$$S_1=-4\left(1-\frac1{\sqrt2}\right)=-4+2\sqrt2\approx-1.17.$$

```lean
/-- The square shell added in going from `N` to `N + 1` consists of four equal edges. -/
theorem shell_sum (N : ℕ) :
    latticeSum (N + 1) - latticeSum N =
      4 * ((-1) ^ (N + 1) * ∑ n ∈ Finset.range (N + 1),
        (-1) ^ n * (invDist (N + 1) n - invDist (N + 1) (n + 1))) := by
  have e : ∀ K : ℕ, latticeSum K =
      ∑ m ∈ Finset.Icc (-(K : ℤ)) K, ∑ n ∈ Finset.Icc (-(K : ℤ)) K, pairTerm m n := by
    intro K
    unfold latticeSum
    rw [Finset.sum_erase _ (by simp [pairTerm]), Finset.sum_product]
  have hl : ∀ m n : ℤ, pairTerm (-m) n = pairTerm m n := fun m n => by
    rw [pairTerm_swap, pairTerm_neg, pairTerm_swap]
  have hsw : ∑ m ∈ Finset.Icc (-(N : ℤ)) N, pairTerm m ((N + 1 : ℕ) : ℤ) =
      ∑ m ∈ Finset.Icc (-(N : ℤ)) N, pairTerm ((N + 1 : ℕ) : ℤ) m :=
    Finset.sum_congr rfl fun m _ => pairTerm_swap m _
  rw [e, e]
  simp only [sum_box_succ, Finset.sum_add_distrib, pairTerm_neg, hl]
  rw [hsw]
  linear_combination 4 * edge_sum (N + 1) N
```

## Cancellation along an edge

Since $r_{n+1}^2-r_n^2=2n+1$,
$$\frac1{r_n}-\frac1{r_{n+1}}=(2n+1)h_n,\qquad h_n=\frac1{r_nr_{n+1}(r_n+r_{n+1})}.$$
The weights $h_n$ are positive and decrease with $n$. The alternating sum of the odd numbers is $\sum_{n<k}(-1)^n(2n+1)=(-1)^{k+1}k$, so summation by parts gives
$$\sum_{n<k}(-1)^n(2n+1)h_n=(-1)^{k+1}k\,h_k+\sum_{n<k}(-1)^n(n+1)(h_n-h_{n+1}).$$
The last sum is at most $\sum_{n<k}(n+1)(h_n-h_{n+1})=\sum_{n<k}h_n-k\,h_k\le k(h_0-h_k)$ in absolute value. Adding the boundary term $k\,h_k$ gives the bound $k\,h_0$.

The lemma holds for any nonnegative decreasing sequence. Its inner claim `key` moves the boundary term to the left and proves the bound $k(h_0-h_k)$ by induction; the triangle inequality then removes that term.

```lean
/-- Summation by parts: for nonnegative decreasing weights `h`, the alternating sum of
`(2n + 1) h n` over `n < k` is at most `k * h 0` in absolute value. -/
theorem alternating_bound (h : ℕ → ℝ) (ha : Antitone h) (h0 : ∀ n, 0 ≤ h n) (k : ℕ) :
    |∑ n ∈ Finset.range k, (-1) ^ n * ((2 * (n : ℝ) + 1) * h n)| ≤ k * h 0 := by
  have habs : ∀ (j : ℕ) (x : ℝ), 0 ≤ x → |(-1) ^ j * x| = x := by
    intro j x hx
    rw [abs_mul, abs_pow, abs_neg, abs_one, one_pow, one_mul, abs_of_nonneg hx]
  -- the boundary term of the summation by parts is kept on the left
  have key : |∑ n ∈ Finset.range k, (-1) ^ n * ((2 * (n : ℝ) + 1) * h n)
      + (-1) ^ k * (k * h k)| ≤ k * (h 0 - h k) := by
    induction k with
    | zero => simp
    | succ k ih =>
      have hd : 0 ≤ ((k : ℝ) + 1) * (h k - h (k + 1)) :=
        mul_nonneg (by positivity) (sub_nonneg.2 (ha (Nat.le_succ k)))
      have hk : h k ≤ h 0 := ha (Nat.zero_le k)
      have e : ∑ n ∈ Finset.range (k + 1), (-1) ^ n * ((2 * (n : ℝ) + 1) * h n)
          + (-1) ^ (k + 1) * (((k + 1 : ℕ) : ℝ) * h (k + 1)) =
          (∑ n ∈ Finset.range k, (-1) ^ n * ((2 * (n : ℝ) + 1) * h n)
            + (-1) ^ k * (k * h k)) + (-1) ^ k * (((k : ℝ) + 1) * (h k - h (k + 1))) := by
        rw [Finset.sum_range_succ]
        push_cast
        ring
      rw [e]
      refine (abs_add_le _ _).trans ?_
      rw [habs k _ hd]
      push_cast
      linarith
  have hb := habs k (k * h k) (mul_nonneg (Nat.cast_nonneg k) (h0 k))
  have ht := abs_sub (∑ n ∈ Finset.range k, (-1) ^ n * ((2 * (n : ℝ) + 1) * h n)
      + (-1) ^ k * (k * h k)) ((-1) ^ k * (k * h k))
  rw [add_sub_cancel_right, hb] at ht
  linarith
```

For an edge, $k=L$. Both $r_0$ and $r_1$ are at least $L$, so $h_0\le 1/(2L^3)$ and
$$|S_{N+1}-S_N|\le 4L\,h_0\le\frac{2}{L^2}=\frac{2}{(N+1)^2}.$$
In the code, `hdiff` is the factorisation into $(2n+1)h_n$, `hb` applies the summation by parts, and `h0` is the estimate of $h_0$.

```lean
/-- The square shell number `N + 1` contributes at most `2 / (N + 1)²` in absolute value. -/
theorem shell_bound (N : ℕ) :
    |latticeSum (N + 1) - latticeSum N| ≤ 2 / ((N : ℝ) + 1) ^ 2 := by
  obtain ⟨L, hL⟩ : ∃ L : ℝ, L = (N : ℝ) + 1 := ⟨_, rfl⟩
  have hL0 : 0 < L := by rw [hL]; positivity
  have hc : ((N + 1 : ℕ) : ℝ) = L := by rw [hL]; push_cast; ring
  obtain ⟨r, hr⟩ : ∃ r : ℕ → ℝ, ∀ n, r n = √(L ^ 2 + (n : ℝ) ^ 2) := ⟨_, fun _ => rfl⟩
  have hLr : ∀ n, L ≤ r n := fun n => by
    rw [hr]
    exact (Real.le_sqrt' hL0).2 (by linarith [sq_nonneg (n : ℝ)])
  have hp : ∀ n, 0 < r n := fun n => hL0.trans_le (hLr n)
  have hm : ∀ n, r n ≤ r (n + 1) := fun n => by
    rw [hr, hr]
    apply Real.sqrt_le_sqrt
    push_cast
    nlinarith [Nat.cast_nonneg (α := ℝ) n]
  have hsq : ∀ n : ℕ, r (n + 1) ^ 2 - r n ^ 2 = 2 * (n : ℝ) + 1 := fun n => by
    rw [hr, hr, Real.sq_sqrt (by positivity), Real.sq_sqrt (by positivity)]
    push_cast
    ring
  have hD : ∀ n, 0 < r n * r (n + 1) * (r n + r (n + 1)) := fun n =>
    mul_pos (mul_pos (hp n) (hp _)) (add_pos (hp n) (hp _))
  have hi : ∀ n, invDist (N + 1) n = 1 / r n := fun n => by
    unfold invDist
    rw [hr, hc]
  -- each difference is an odd number times a decreasing weight
  have hdiff : ∀ n : ℕ, invDist (N + 1) n - invDist (N + 1) (n + 1) =
      (2 * (n : ℝ) + 1) * (1 / (r n * r (n + 1) * (r n + r (n + 1)))) := fun n => by
    rw [hi, hi, ← hsq, div_sub_div _ _ (hp n).ne' (hp _).ne', mul_one_div,
      div_eq_div_iff (mul_pos (hp n) (hp _)).ne' (hD n).ne']
    ring
  have hb := alternating_bound (fun n => 1 / (r n * r (n + 1) * (r n + r (n + 1))))
    (antitone_nat_of_succ_le fun n => one_div_le_one_div_of_le (hD n)
      (mul_le_mul (mul_le_mul (hm n) (hm _) (hp _).le (hp _).le) (add_le_add (hm n) (hm _))
        (add_pos (hp _) (hp _)).le (mul_pos (hp _) (hp _)).le))
    (fun n => (one_div_pos.2 (hD n)).le) (N + 1)
  have h0 : 1 / (r 0 * r (0 + 1) * (r 0 + r (0 + 1))) ≤ 1 / (L * L * (L + L)) :=
    one_div_le_one_div_of_le (by positivity)
      (mul_le_mul (mul_le_mul (hLr 0) (hLr _) hL0.le (hp _).le) (add_le_add (hLr 0) (hLr _))
        (by positivity) (mul_pos (hp _) (hp _)).le)
  have hfin : 4 * (L * (1 / (L * L * (L + L)))) = 2 / L ^ 2 := by
    rw [mul_one_div, mul_div_assoc', div_eq_div_iff (by positivity) (by positivity)]
    ring
  rw [shell_sum, abs_mul, abs_mul, abs_pow, abs_neg, abs_one, one_pow, one_mul,
    abs_of_pos (by norm_num : (0 : ℝ) < 4), ← hL, ← hfin]
  simp only [hdiff]
  rw [hc] at hb
  have h1 := mul_le_mul_of_nonneg_left h0 hL0.le
  exact mul_le_mul_of_nonneg_left (hb.trans h1) (by norm_num)
```

## The limit and its error bound

For $m\ge1$,
$$\frac{2}{(m+1)^2}\le\frac{2}{m(m+1)}=\frac2m-\frac2{m+1}.$$
Adding the shell bounds from $N\ge1$ up to $m\ge N$ therefore telescopes:
$$|S_m-S_N|\le\frac2N-\frac2m\le\frac2N.$$
The sequence is Cauchy, so it has a limit $M$, and letting $m\to\infty$ gives $|S_N-M|\le 2/N$.

The theorem states that there is a real `M` to which `latticeSum` tends, and that the same `M` satisfies the error bound for every natural number $N\ge1$. Here `key` is the telescoping estimate, completeness of the real numbers supplies the limit, and `le_of_tendsto` carries the inequality over to it.

```lean
/-- The sums over growing squares converge, and for every `N ≥ 1` the truncation error is at
most `2 / N`. -/
theorem madelung_convergence :
    ∃ M : ℝ, Tendsto latticeSum atTop (𝓝 M) ∧
      ∀ N : ℕ, 1 ≤ N → |latticeSum N - M| ≤ 2 / N := by
  -- the shell bounds telescope
  have key : ∀ N m : ℕ, 1 ≤ N → N ≤ m →
      |latticeSum m - latticeSum N| ≤ 2 / (N : ℝ) - 2 / (m : ℝ) := by
    intro N m hN hm
    induction m, hm using Nat.le_induction with
    | base => simp
    | succ m hm ih =>
      have hm0 : (0 : ℝ) < m := by exact_mod_cast (by omega : 0 < m)
      have c : 2 / ((m : ℝ) + 1) ^ 2 ≤ 2 / (m : ℝ) - 2 / ((m : ℝ) + 1) := by
        rw [div_sub_div _ _ hm0.ne' (by positivity),
          div_le_div_iff₀ (by positivity) (by positivity)]
        nlinarith
      have t := abs_sub_le (latticeSum (m + 1)) (latticeSum m) (latticeSum N)
      have b := shell_bound m
      push_cast
      linarith
  have key' : ∀ N m : ℕ, 1 ≤ N → N ≤ m → |latticeSum m - latticeSum N| ≤ 2 / (N : ℝ) :=
    fun N m hN hm => (key N m hN hm).trans (sub_le_self _ (by positivity))
  have hC : CauchySeq fun n : ℕ => latticeSum (n + 1) := by
    refine cauchySeq_of_le_tendsto_0' (fun n : ℕ => 2 / ((n + 1 : ℕ) : ℝ)) ?_
      ((tendsto_add_atTop_iff_nat (f := fun n : ℕ => 2 / (n : ℝ)) 1).2
        (tendsto_const_div_atTop_nhds_zero_nat 2))
    intro n m hnm
    rw [Real.dist_eq, abs_sub_comm]
    exact key' (n + 1) (m + 1) (by omega) (by omega)
  obtain ⟨M, hM⟩ := cauchySeq_tendsto_of_complete hC
  have hM' : Tendsto latticeSum atTop (𝓝 M) := (tendsto_add_atTop_iff_nat 1).1 hM
  refine ⟨M, hM', fun N hN => ?_⟩
  rw [abs_sub_comm]
  exact le_of_tendsto (hM'.sub_const (latticeSum N)).abs
    ((eventually_ge_atTop N).mono fun m hm => key' N m hN hm)
```

## The order of summation

The prescription "growing squares" is part of the definition of $M$. Along the positive axis the absolute values of the terms are $1,\tfrac12,\tfrac13,\ldots$, the harmonic series. If the whole family were unconditionally summable, the absolute values on this axis would have a finite sum, which they do not.

The type in the statement is the set of integer pairs other than the origin, and `Summable` means summable independently of order. The injection `i` picks out the axis.

```lean
/-- The Coulomb terms of all ions other than the one at the origin are not unconditionally
summable. -/
theorem not_summable_pairTerm :
    ¬ Summable fun p : {p : ℤ × ℤ // p ≠ (0, 0)} => pairTerm p.1.1 p.1.2 := by
  intro h
  -- the absolute values of the terms on the positive axis form the harmonic series
  let i : ℕ → {p : ℤ × ℤ // p ≠ (0, 0)} := fun n =>
    ⟨((n : ℤ) + 1, 0), fun hn => by
      have h1 : (n : ℤ) + 1 = 0 := congrArg Prod.fst hn
      omega⟩
  have hinj : Function.Injective i := by
    intro a b hab
    have h1 : (a : ℤ) + 1 = (b : ℤ) + 1 := congrArg (fun p => p.1.1) hab
    omega
  have hs := h.abs.comp_injective hinj
  apply Real.not_summable_one_div_natCast
  rw [← summable_nat_add_iff 1]
  refine hs.congr fun n => ?_
  change |pairTerm ((n : ℤ) + 1) 0| = 1 / ((n + 1 : ℕ) : ℝ)
  have e : (((n : ℤ) + 1 : ℤ) : ℝ) ^ 2 + ((0 : ℤ) : ℝ) ^ 2 = ((n + 1 : ℕ) : ℝ) ^ 2 := by
    push_cast
    ring
  unfold pairTerm
  rw [e, Real.sqrt_sq (Nat.cast_nonneg _), abs_div, abs_zpow, abs_neg, abs_one, one_zpow,
    abs_of_nonneg (Nat.cast_nonneg _)]
```

## The sign of the limit

At $N=2$ the error bound gives $M\le S_2+1$. The second shell contributes
$$S_2-S_1=4\left(\frac12-\frac2{\sqrt5}+\frac1{\sqrt8}\right)\approx-0.16,$$
so $S_2\approx-1.34$ and $M<0$. The potential at an ion's site thus has the opposite sign to its own charge, so its interaction energy with the rest of the layer is negative. Madelung constants are often quoted with the sign reversed, as $-M$.

The theorem applies to any limit `M` of `latticeSum`, since limits are unique. Rational bounds on five inverse distances, such as $1/\sqrt2\le100/141$, replace the decimals above.

```lean
/-- The limit of the sums over growing squares is strictly negative. -/
theorem madelung_neg (M : ℝ) (hM : Tendsto latticeSum atTop (𝓝 M)) : M < 0 := by
  obtain ⟨M', hM', hE⟩ := madelung_convergence
  obtain rfl := tendsto_nhds_unique hM hM'
  have up : ∀ (L n : ℕ) (c : ℝ), 0 < c → c ^ 2 ≤ (L : ℝ) ^ 2 + (n : ℝ) ^ 2 →
      invDist L n ≤ 1 / c := fun L n c hc h =>
    one_div_le_one_div_of_le hc ((Real.le_sqrt' hc).2 h)
  have lo : ∀ (L n : ℕ) (c : ℝ), 0 < c → 0 < (L : ℝ) ^ 2 + (n : ℝ) ^ 2 →
      (L : ℝ) ^ 2 + (n : ℝ) ^ 2 ≤ c ^ 2 → 1 / c ≤ invDist L n := fun L n c hc h0 h =>
    one_div_le_one_div_of_le (Real.sqrt_pos.2 h0) (Real.sqrt_le_iff.2 ⟨hc.le, h⟩)
  -- numerical bounds for the first two shells
  have a := lo 1 0 1 (by norm_num) (by norm_num) (by norm_num)
  have b := up 1 1 (141 / 100) (by norm_num) (by norm_num)
  have c := up 2 0 2 (by norm_num) (by norm_num)
  have d := lo 2 1 (9 / 4) (by norm_num) (by norm_num) (by norm_num)
  have f := up 2 2 (14 / 5) (by norm_num) (by norm_num)
  have s0 : latticeSum 0 = 0 := by simp [latticeSum]
  have s1 := shell_sum 0
  have s2 := shell_sum 1
  norm_num [Finset.sum_range_succ] at s1 s2 a b c d f
  have h2 := (abs_le.1 (hE 2 (by norm_num))).1
  norm_num at h2
  linarith

end

end SquareIonicLattice
```

```lean
#print axioms SquareIonicLattice.madelung_convergence
-- 'SquareIonicLattice.madelung_convergence' depends on axioms: [propext, Classical.choice, Quot.sound]
#print axioms SquareIonicLattice.not_summable_pairTerm
-- 'SquareIonicLattice.not_summable_pairTerm' depends on axioms: [propext, Classical.choice, Quot.sound]
#print axioms SquareIonicLattice.madelung_neg
-- 'SquareIonicLattice.madelung_neg' depends on axioms: [propext, Classical.choice, Quot.sound]
```
